# Eigenvectors of the spin-$n/2$ matrix $J_x$ from the coefficients of $(1+t)^{n-r}(1-t)^r$

For spin 1, the polynomial $(1+t)^2=1+2t+t^2$ has coefficients $1,2,1$. Dividing them by the square roots of the binomials $1,2,1$ gives $(1,\sqrt2,1)$, and

$$J_x\begin{pmatrix}1\\\sqrt2\\1\end{pmatrix}=\frac1{\sqrt2}\begin{pmatrix}0&1&0\\1&0&1\\0&1&0\end{pmatrix}\begin{pmatrix}1\\\sqrt2\\1\end{pmatrix}=\begin{pmatrix}1\\\sqrt2\\1\end{pmatrix}.$$

In the same way, $(1+t)(1-t)$ gives $(1,0,-1)$ with eigenvalue $0$. I believe that for every spin $n/2$ and every $r\le n$, the coefficients of $(1+t)^{n-r}(1-t)^r$, with the coefficient of $t^k$ divided by $\sqrt{\binom nk}$, give an eigenvector of $J_x$ with eigenvalue $n/2-r$ (in units of $\hbar$). Can this be proved rigorously, with a machine-checked proof, and are these all the eigenvalues?

## A recurrence that is the eigenvalue equation

Yes to both. The machine-checked statement covers real eigenvalues, and $J_x$, being real and symmetric, has no others. Let $k=0,\dots,n$ label the state with $m=n/2-k$, and write

$$P(t)=(1+t)^{n-r}(1-t)^r=\sum_k c_kt^k,\qquad v_k=\frac{c_k}{\sqrt{\binom nk}},\qquad h_k=\sqrt{(k+1)(n-k)}.$$

The product rule gives $(1-t^2)P'=[(n-r)(1-t)-r(1+t)]P$, that is,

$$P'+ntP=(n-2r)P+t^2P'.$$

Comparing the coefficients of $t^0$ and of $t^{k+1}$ gives

$$c_1=(n-2r)c_0,\qquad (k+2)c_{k+2}+(n-k)c_k=(n-2r)c_{k+1}.$$

Now take $J_x=(J_++J_+^T)/2$, where the raising matrix $J_+$ has $h_k$ in row $k$, column $k+1$, and zeros elsewhere. In row $k+1\le n$, raising contributes $h_{k+1}v_{k+2}$ and lowering contributes $h_kv_k$. Since $(k+1)\binom n{k+1}=(n-k)\binom nk$,

$$h_{k+1}v_{k+2}=\frac{(k+2)c_{k+2}}{\sqrt{\binom n{k+1}}},\qquad h_kv_k=\frac{(n-k)c_k}{\sqrt{\binom n{k+1}}}.$$

In the last row the raising term is zero on both sides, because $h_n=0$ and $\deg P\le n$. Half the sum is $(n/2-r)v_{k+1}$ by the recurrence. Row $0$ has only the raising term, which equals $c_1$, and half of it is $(n/2-r)v_0$. The vector is nonzero because $c_0=1$.

Write $v^{(r)}$ for the vector with label $r$. Symmetry of $J_x$ gives $(r-s)\,v^{(r)}\cdot v^{(s)}=0$, hence orthogonality for $r\ne s$. The $n+1$ values $n/2-r$ are distinct, so another eigenvalue would produce $n+2$ independent vectors in dimension $n+1$.

## Spin 3/2 by hand, and spin 0

For $n=3$, $r=1$, the polynomial is $1+t-t^2-t^3$, so $v=(1,1/\sqrt3,-1/\sqrt3,-1)$, or $(\sqrt3,1,-1,-\sqrt3)/(2\sqrt2)$ when normalised. The off-diagonal elements of $J_x$ are $\sqrt3/2,\,1,\,\sqrt3/2$. Row $0$ gives $\tfrac{\sqrt3}2\cdot\tfrac1{\sqrt3}=\tfrac12$, and row $1$ gives $\tfrac{\sqrt3}2-\tfrac1{\sqrt3}=\tfrac12\cdot\tfrac1{\sqrt3}$, as the eigenvalue $1/2$ requires.

For $n=0$, the matrix is the single entry $0$ and the vector is $(1)$.

## What the theorems say about the spin

`Jplus n` is a real matrix indexed by `Fin (n + 1)`. Its entry in row `i`, column `j` is $h_i$ when $j=i+1$: lowering the index raises $m$. This fixes the usual phase convention, with real non-negative ladder elements. They are put in by definition, not derived from the commutation relations.

`kravchukVec n r` is the unnormalised vector $v$. `kravchukVec_eigenvector` states that it is nonzero and satisfies the eigenvalue equation whenever `r ≤ n`. `kravchukVec_orthogonal` states that the vectors with two different labels, both at most $n$, are orthogonal, and `Jx_eigenvalue_iff` states that a real number is an eigenvalue with a real eigenvector exactly when it equals $n/2-r$ for some $r\le n$.

For a single spin of finite size, dividing $v$ by its norm gives the exact $J_z$-basis amplitudes of the $J_x$ eigenstates, up to a global phase. A numerical diagonalisation can be compared with them once that phase is matched.

```lean
import Mathlib

open Matrix Polynomial

namespace KravchukSpin

noncomputable section

/-- The ladder matrix element `√((k+1)(n-k))` between levels `k` and `k+1` of a spin `n/2`. -/
def hop (n k : ℕ) : ℝ := Real.sqrt (((k : ℝ) + 1) * ((n : ℝ) - k))

/-- The raising operator of a spin `n/2`; the basis index `k` labels the state `m = n/2 - k`. -/
def Jplus (n : ℕ) : Matrix (Fin (n + 1)) (Fin (n + 1)) ℝ :=
  Matrix.of fun i j => if (j : ℕ) = (i : ℕ) + 1 then hop n i else 0

/-- The spin component `Jx`, half the sum of the raising and lowering operators. -/
def Jx (n : ℕ) : Matrix (Fin (n + 1)) (Fin (n + 1)) ℝ :=
  (1 / 2 : ℝ) • (Jplus n + (Jplus n)ᵀ)

/-- The generating polynomial `(1+t)^(n-r) (1-t)^r`, used for `r ≤ n`. -/
def kravchukPoly (n r : ℕ) : ℝ[X] := (1 + X) ^ (n - r) * (1 - X) ^ r

/-- The amplitude `c_k / √(n choose k)`, with `c_k` a coefficient of the generating polynomial. -/
def kravchukAmp (n r k : ℕ) : ℝ :=
  (kravchukPoly n r).coeff k / Real.sqrt (n.choose k)

/-- The unnormalised real vector with components `kravchukAmp n r k`, for `k = 0, …, n`. -/
def kravchukVec (n r : ℕ) : Fin (n + 1) → ℝ := fun k => kravchukAmp n r k

/-- Component `i` of the raising operator applied to `f` is `hop n i` times `f (i + 1)`. -/
theorem raising_mulVec (n : ℕ) (f : ℕ → ℝ) (i : Fin (n + 1)) :
    (Jplus n *ᵥ fun j => f j) i = hop n i * f (i + 1) := by
  have h : (Jplus n *ᵥ fun j => f j) i = ∑ j ∈ Finset.range (n + 1),
      (if j = (i : ℕ) + 1 then hop n i else 0) * f j :=
    Fin.sum_univ_eq_sum_range
      (fun j => (if j = (i : ℕ) + 1 then hop n i else 0) * f j) (n + 1)
  rw [h]
  simp only [ite_mul, zero_mul, Finset.sum_ite_eq', Finset.mem_range]
  split_ifs with hi
  · rfl
  · -- the matrix element vanishes at the edge of the ladder
    have hlt := i.isLt
    have hn : (i : ℕ) = n := by omega
    simp [hop, hn]

/-- The lowering operator brings `hop n (i - 1)` times the amplitude of level `i - 1` to level `i`,
and leaves nothing in level `0`. -/
theorem lowering_mulVec (n : ℕ) (f : ℕ → ℝ) (i : Fin (n + 1)) :
    ((Jplus n)ᵀ *ᵥ fun j => f j) i =
      if (i : ℕ) = 0 then 0 else hop n (i - 1) * f (i - 1) := by
  have h : ((Jplus n)ᵀ *ᵥ fun j => f j) i = ∑ j ∈ Finset.range (n + 1),
      (if (i : ℕ) = j + 1 then hop n j else 0) * f j :=
    Fin.sum_univ_eq_sum_range
      (fun j => (if (i : ℕ) = j + 1 then hop n j else 0) * f j) (n + 1)
  have hlt := i.isLt
  rw [h]
  split_ifs with hi
  · refine Finset.sum_eq_zero fun j _ => ?_
    rw [if_neg (by omega), zero_mul]
  · rw [Finset.sum_eq_single ((i : ℕ) - 1)]
    · rw [if_pos (by omega)]
    · intro j _ hj
      rw [if_neg (by omega), zero_mul]
    · intro hk
      exact absurd (Finset.mem_range.2 (by omega)) hk

/-- The ladder matrix elements connect the binomial normalisations of neighbouring levels. -/
theorem hop_mul_sqrt {n k : ℕ} (hk : k ≤ n) :
    hop n k * Real.sqrt (n.choose k) = ((k : ℝ) + 1) * Real.sqrt (n.choose (k + 1)) ∧
    hop n k * Real.sqrt (n.choose (k + 1)) = ((n : ℝ) - k) * Real.sqrt (n.choose k) := by
  have hc := congrArg (Nat.cast : ℕ → ℝ) (Nat.choose_succ_right_eq n k)
  push_cast [Nat.cast_sub hk] at hc
  have hd : 0 ≤ (n : ℝ) - k := sub_nonneg.2 (by exact_mod_cast hk)
  have h0 : hop n k ^ 2 = ((k : ℝ) + 1) * ((n : ℝ) - k) :=
    Real.sq_sqrt (mul_nonneg (by positivity) hd)
  have hh : 0 ≤ hop n k := Real.sqrt_nonneg _
  have h1 : Real.sqrt (n.choose k) ^ 2 = (n.choose k : ℝ) := Real.sq_sqrt (Nat.cast_nonneg _)
  have h2 : Real.sqrt (n.choose (k + 1)) ^ 2 = (n.choose (k + 1) : ℝ) :=
    Real.sq_sqrt (Nat.cast_nonneg _)
  constructor
  · refine (sq_eq_sq₀ (by positivity) (by positivity)).1 ?_
    rw [mul_pow, mul_pow, h0, h1, h2]
    linear_combination (-((k : ℝ) + 1)) * hc
  · refine (sq_eq_sq₀ (by positivity) (mul_nonneg hd (Real.sqrt_nonneg _))).1 ?_
    rw [mul_pow, mul_pow, h0, h1, h2]
    linear_combination ((n : ℝ) - k) * hc

/-- The generating polynomial obeys `P' + n t P = (n - 2r) P + t² P'`. -/
theorem kravchukPoly_ode {n r : ℕ} (hr : r ≤ n) :
    derivative (kravchukPoly n r) + C (n : ℝ) * (X * kravchukPoly n r) =
      C ((n : ℝ) - 2 * r) * kravchukPoly n r + X * (X * derivative (kravchukPoly n r)) := by
  obtain ⟨m, rfl⟩ := Nat.exists_eq_add_of_le hr
  have hP : kravchukPoly (r + m) r = (1 + X) ^ m * (1 - X) ^ r := by simp [kravchukPoly]
  -- logarithmic derivatives of the two factors
  have h1 : (1 + X) * derivative ((1 + X : ℝ[X]) ^ m) = (m : ℝ[X]) * (1 + X) ^ m := by
    rcases m with _ | m
    · simp
    · simp only [derivative_pow, Nat.add_sub_cancel, derivative_add, derivative_one,
        derivative_X, map_natCast]
      ring
  have h2 : (1 - X) * derivative ((1 - X : ℝ[X]) ^ r) = -(r : ℝ[X]) * (1 - X) ^ r := by
    rcases r with _ | r
    · simp
    · simp only [derivative_pow, Nat.add_sub_cancel, derivative_sub, derivative_one,
        derivative_X, map_natCast]
      ring
  have e1 : C (((r + m : ℕ) : ℝ)) = (r : ℝ[X]) + m := by simp
  have e2 : C (((r + m : ℕ) : ℝ) - 2 * r) = (m : ℝ[X]) - r := by
    rw [show ((r + m : ℕ) : ℝ) - 2 * r = (m : ℝ) - r by push_cast; ring]
    simp
  rw [hP, e1, e2, derivative_mul]
  linear_combination (1 - X) * (1 - X) ^ r * h1 + (1 + X) * (1 + X) ^ m * h2

/-- The three-term recurrence of the coefficients `c_k`, with its first instance apart. -/
theorem kravchuk_recurrence {n r : ℕ} (hr : r ≤ n) :
    (kravchukPoly n r).coeff 1 = ((n : ℝ) - 2 * r) * (kravchukPoly n r).coeff 0 ∧
    ∀ k : ℕ, ((k : ℝ) + 2) * (kravchukPoly n r).coeff (k + 2)
        + ((n : ℝ) - k) * (kravchukPoly n r).coeff k =
      ((n : ℝ) - 2 * r) * (kravchukPoly n r).coeff (k + 1) := by
  constructor
  · have h := congrArg (fun p => coeff p 0) (kravchukPoly_ode hr)
    simp only [coeff_add, coeff_C_mul, coeff_derivative, coeff_X_mul_zero, Nat.cast_zero,
      zero_add, mul_one, mul_zero, add_zero] at h
    exact h
  · intro k
    have hx : (X * derivative (kravchukPoly n r)).coeff k
        = (k : ℝ) * (kravchukPoly n r).coeff k := by
      rcases k with _ | k
      · simp
      · rw [coeff_X_mul, coeff_derivative]
        push_cast
        ring
    have h := congrArg (fun p => coeff p (k + 1)) (kravchukPoly_ode hr)
    simp only [coeff_add, coeff_C_mul, coeff_X_mul, hx, coeff_derivative] at h
    push_cast at h
    linear_combination h

/-- The raising term at level `k` equals `(k+1) c_{k+1} / √(n choose k)`. -/
theorem hop_mul_amp {n r k : ℕ} (hr : r ≤ n) (hk : k ≤ n) :
    hop n k * kravchukAmp n r (k + 1) =
      ((k : ℝ) + 1) * (kravchukPoly n r).coeff (k + 1) / Real.sqrt (n.choose k) := by
  unfold kravchukAmp
  rcases hk.lt_or_eq with h | rfl
  · have hs : 0 < Real.sqrt (n.choose k) :=
      Real.sqrt_pos.2 (by exact_mod_cast Nat.choose_pos hk)
    have hs' : 0 < Real.sqrt (n.choose (k + 1)) :=
      Real.sqrt_pos.2 (by exact_mod_cast Nat.choose_pos h)
    rw [← mul_div_assoc, div_eq_div_iff hs'.ne' hs.ne']
    linear_combination (kravchukPoly n r).coeff (k + 1) * (hop_mul_sqrt hk).1
  · -- at the top level the polynomial has no further coefficient
    have hd : (kravchukPoly k r).natDegree ≤ (k - r) * 1 + r * 1 :=
      natDegree_mul_le_of_le
        (natDegree_pow_le_of_le _ (by compute_degree))
        (natDegree_pow_le_of_le _ (by compute_degree))
    have hz : (kravchukPoly k r).coeff (k + 1) = 0 :=
      coeff_eq_zero_of_natDegree_lt (by omega)
    simp [hz]

/-- For `r ≤ n` the Kravchuk vector is nonzero and is an eigenvector of the spin `n/2`
matrix `Jx` with eigenvalue `n/2 - r`. -/
theorem kravchukVec_eigenvector {n r : ℕ} (hr : r ≤ n) :
    kravchukVec n r ≠ 0 ∧
      Jx n *ᵥ kravchukVec n r = ((n : ℝ) / 2 - r) • kravchukVec n r := by
  constructor
  · intro h
    have h0 : kravchukAmp n r 0 = 0 := congrFun h 0
    simp [kravchukAmp, kravchukPoly, coeff_zero_eq_eval_zero] at h0
  · ext i
    have hJ : (Jx n *ᵥ kravchukVec n r) i = 1 / 2 * ((Jplus n *ᵥ kravchukVec n r) i
        + ((Jplus n)ᵀ *ᵥ kravchukVec n r) i) := by
      change ∑ j, (1 / 2 * (Jplus n i j + Jplus n j i)) * kravchukVec n r j =
        1 / 2 * (∑ j, Jplus n i j * kravchukVec n r j + ∑ j, Jplus n j i * kravchukVec n r j)
      rw [← Finset.sum_add_distrib, Finset.mul_sum]
      exact Finset.sum_congr rfl fun j _ => by ring
    have hp : (Jplus n *ᵥ kravchukVec n r) i = hop n i * kravchukAmp n r (i + 1) :=
      raising_mulVec n (kravchukAmp n r) i
    have hm := lowering_mulVec n (kravchukAmp n r) i
    change ((Jplus n)ᵀ *ᵥ kravchukVec n r) i = _ at hm
    rw [hJ, hp, hm, hop_mul_amp hr (Nat.lt_succ_iff.1 i.isLt)]
    change _ = ((n : ℝ) / 2 - r) * kravchukAmp n r i
    obtain ⟨i, hi⟩ := i
    rcases i with _ | k
    · have h := (kravchuk_recurrence hr).1
      simp [kravchukAmp, h]
      ring
    · have hk : k + 1 ≤ n := by omega
      have hs : 0 < Real.sqrt (n.choose k) :=
        Real.sqrt_pos.2 (by exact_mod_cast Nat.choose_pos (by omega : k ≤ n))
      have hs' : 0 < Real.sqrt (n.choose (k + 1)) :=
        Real.sqrt_pos.2 (by exact_mod_cast Nat.choose_pos hk)
      have hl : hop n k * kravchukAmp n r k =
          ((n : ℝ) - k) * (kravchukPoly n r).coeff k / Real.sqrt (n.choose (k + 1)) := by
        unfold kravchukAmp
        rw [← mul_div_assoc, div_eq_div_iff hs.ne' hs'.ne']
        linear_combination
          (kravchukPoly n r).coeff k * (hop_mul_sqrt (by omega : k ≤ n)).2
      -- what remains is the three-term recurrence
      have h := (kravchuk_recurrence hr).2 k
      rw [if_neg (Nat.succ_ne_zero k)]
      simp only [Nat.add_sub_cancel]
      rw [hl]
      unfold kravchukAmp
      push_cast
      linear_combination (1 / (2 * Real.sqrt (n.choose (k + 1)))) * h

/-- Kravchuk vectors with different labels `r` and `s` are orthogonal. -/
theorem kravchukVec_orthogonal {n r s : ℕ} (hr : r ≤ n) (hs : s ≤ n) (hrs : r ≠ s) :
    kravchukVec n r ⬝ᵥ kravchukVec n s = 0 := by
  have hsym : (Jx n)ᵀ = Jx n := by
    ext i j
    change 1 / 2 * (Jplus n j i + Jplus n i j) = 1 / 2 * (Jplus n i j + Jplus n j i)
    ring
  -- let Jx act to the right and to the left
  have h := Matrix.dotProduct_mulVec (kravchukVec n r) (Jx n) (kravchukVec n s)
  rw [← Matrix.mulVec_transpose, hsym, (kravchukVec_eigenvector hr).2,
    (kravchukVec_eigenvector hs).2, dotProduct_smul, smul_dotProduct] at h
  simp only [smul_eq_mul] at h
  have h' : ((r : ℝ) - s) * (kravchukVec n r ⬝ᵥ kravchukVec n s) = 0 := by
    linear_combination h
  exact (mul_eq_zero.1 h').resolve_left (sub_ne_zero.2 (by exact_mod_cast hrs))

/-- A real number is an eigenvalue of the spin `n/2` matrix `Jx` exactly when it is
`n/2 - r` for some `r ≤ n`. -/
theorem Jx_eigenvalue_iff (n : ℕ) (μ : ℝ) :
    (∃ w : Fin (n + 1) → ℝ, w ≠ 0 ∧ Jx n *ᵥ w = μ • w) ↔
      ∃ r : ℕ, r ≤ n ∧ μ = (n : ℝ) / 2 - r := by
  constructor
  · rintro ⟨w, hw0, hw⟩
    by_contra hne
    -- a further eigenvalue would give n + 2 independent vectors in dimension n + 1
    have hli := Module.End.eigenvectors_linearIndependent' (Matrix.mulVecLin (Jx n))
      (fun o : Option (Fin (n + 1)) => o.elim μ (fun r => (n : ℝ) / 2 - ((r : ℕ) : ℝ)))
      (by
        rintro (_ | a) (_ | b) h
        · rfl
        · exact (hne ⟨b, Nat.lt_succ_iff.1 b.isLt, h⟩).elim
        · exact (hne ⟨a, Nat.lt_succ_iff.1 a.isLt, h.symm⟩).elim
        · have h' : (n : ℝ) / 2 - ((a : ℕ) : ℝ) = (n : ℝ) / 2 - ((b : ℕ) : ℝ) := h
          have hab : ((a : ℕ) : ℝ) = ((b : ℕ) : ℝ) := by linarith
          exact congrArg some (Fin.ext (by exact_mod_cast hab)))
      (fun o => o.elim w (fun r => kravchukVec n r))
      (by
        rintro (_ | a)
        · exact ⟨Module.End.mem_eigenspace_iff.2 hw, hw0⟩
        · have ha := kravchukVec_eigenvector (Nat.lt_succ_iff.1 a.isLt)
          exact ⟨Module.End.mem_eigenspace_iff.2 ha.2, ha.1⟩)
    have hcard := hli.fintype_card_le_finrank
    simp at hcard
  · rintro ⟨r, hr, rfl⟩
    exact ⟨kravchukVec n r, kravchukVec_eigenvector hr⟩

end

end KravchukSpin
```

```lean
#print axioms KravchukSpin.kravchukVec_orthogonal
-- 'KravchukSpin.kravchukVec_orthogonal' depends on axioms: [propext, Classical.choice, Quot.sound]
#print axioms KravchukSpin.Jx_eigenvalue_iff
-- 'KravchukSpin.Jx_eigenvalue_iff' depends on axioms: [propext, Classical.choice, Quot.sound]
```

## How the Lean proof follows the calculation

- `raising_mulVec` and `lowering_mulVec` reduce each matrix-vector sum to its one surviving term, and check that the sum is zero at the edge of the ladder, where no term survives.
- `hop_mul_sqrt` proves the two binomial identities by squaring non-negative quantities.
- `kravchukPoly_ode` writes $n=r+m$ (here $m$ is just $n-r$), differentiates the two factors separately and combines the results with `linear_combination`.
- `kravchuk_recurrence` reads off coefficients, and `hop_mul_amp` rewrites the raising term, using the degree bound at the top level.
- `kravchukVec_eigenvector` splits row $0$ from row $k+1$ and closes each with the recurrence.
- `kravchukVec_orthogonal` lets $J_x$ act on either side of the dot product.
- `Jx_eigenvalue_iff` adds the supposed extra eigenvector to the family through `Option (Fin (n + 1))`. Mathlib's independence theorem for distinct eigenvalues then contradicts the dimension.
